# In a dimer with positive overlap, the sign of the off-site energy depends on the energy zero

## Two overlapping orbitals

Take two equal, normalised orbitals, labelled 0 and 1, with real on-site energy $e$, Hamiltonian matrix element $-t$ between them, and overlap $s$ with $0<s<1$:

$$H=\begin{pmatrix} e & -t\\ -t & e\end{pmatrix},\qquad S=\begin{pmatrix} 1 & s\\ s & 1\end{pmatrix}.$$

The in-phase state has coefficients $c_0=c_1=a$ with $a>0$. Its norm is $c^*Sc=a^2(2+2s)$, where $c^*$ is the conjugate transpose of $c$, so normalisation requires

$$a^2=\frac{1}{2(1+s)}.$$

Each component of $Hc$ is $a(e-t)$ and each component of $Sc$ is $a(1+s)$. Hence $Hc=ESc$ with

$$E=\frac{e-t}{1+s}.$$

This energy can be divided among the orbitals. The two on-site terms give $2a^2e=e/(1+s)$, and the two off-site terms give $-2a^2t=-t/(1+s)$. For $t>0$ the off-site part is negative, which invites the reading that the pair is bonding.

Now add a constant $x$ to the Hamiltonian operator. This raises every energy by $x$, which amounts to moving the energy zero down by $x$. A constant has matrix elements $x$ times the overlap, so $H$ becomes $H+xS$: the diagonal elements become $e+x$ and the off-diagonal ones $xs-t$. The state is unchanged, but its off-site energy is now

$$2a^2(xs-t)=\frac{xs-t}{1+s}.$$

It is negative for $x<t/s$, zero at $x=t/s$ and positive for $x>t/s$. With $e=0$, $t=1$ and $s=1/4$, for instance, it is $-0.8$ at $x=0$ and $+0.8$ at $x=8$, although nothing physical has changed. The shift $x$ of the total energy has been split into an on-site share $x/(1+s)$ and an off-site share $xs/(1+s)$, and the second is absent only when the orbitals are orthogonal.

## Any number of orbitals

Let $H$ and $S$ be matrices over a finite set of orbitals, and let $Hc=ESc$ with $c^*Sc=1$. Writing out the quadratic form gives

$$\sum_{i,j}\overline{c_i}H_{ij}c_j=c^*Hc=E\,c^*Sc=E.$$

The energy is therefore a sum of orbital-pair terms. Under $H\to H+xS$ the same vector satisfies

$$(H+xS)c=ESc+xSc=(E+x)Sc,$$

and each term changes by linearity:

$$\overline{c_i}(H_{ij}+xS_{ij})c_j=\overline{c_i}H_{ij}c_j+x\,\overline{c_i}S_{ij}c_j.$$

A quantity that ignores the energy zero is obtained by subtracting the mean on-site energy of each pair, weighted by the overlap:

$$K_{ij}=H_{ij}-\tfrac12(H_{ii}+H_{jj})S_{ij}.$$

For normalised orbitals, $S_{ii}=1$, the shift adds $xS_{ij}$ to the first part and $\tfrac12(x+x)S_{ij}$ to the subtracted part, and the two cancel.

In the dimer $K_{01}=K_{10}=-(t+es)$, so the pair energy computed from $K$, called the covalent pair energy here, is

$$2a^2K_{01}=-\frac{t+es}{1+s}.$$

Its sign can be compared with the level order. The out-of-phase state, with coefficients proportional to $(1,-1)$, has energy $(e+t)/(1-s)$. Since $1+s$ and $1-s$ are positive,

$$\frac{e-t}{1+s}<\frac{e+t}{1-s}\iff (e-t)(1-s)<(e+t)(1+s)\iff 0<t+es.$$

The covalent pair energy is thus negative exactly when the in-phase level is the lower one. The sign of $t$ alone does not settle this: with $t>0$ and a sufficiently negative $e$, the in-phase level is the upper one.

Calculations with non-orthogonal localised orbitals are often analysed through such pair terms; for a single state of this non-interacting two-orbital model, the sign of the bare off-site term carries meaning only together with a stated energy zero.

## Orbital-pair terms as Lean definitions

The type `n` labels the orbitals. It is arbitrary here, and finiteness is required only where a sum over orbitals occurs.

```lean
import Mathlib

open Matrix

namespace BondEnergyPartition

noncomputable section

variable {n : Type*}
```

The basic quantity is $\overline{c_i}H_{ij}c_j$. Matrices and coefficients are complex, and `star` is complex conjugation.

```lean
/-- The contribution `conj(c_i) H_ij c_j` of the orbital pair `(i, j)` to the energy. -/
def energyTerm (H : Matrix n n ℂ) (c : n → ℂ) (i j : n) : ℂ :=
  star (c i) * H i j * c j
```

A bond between two different orbitals involves both orderings of the pair. `pairEnergy` adds them and takes the real part, which loses nothing when the matrix is Hermitian, because the two terms are then conjugates of each other.

```lean
/-- The real part of the sum of the contributions `(i, j)` and `(j, i)`. -/
def pairEnergy (H : Matrix n n ℂ) (c : n → ℂ) (i j : n) : ℝ :=
  (energyTerm H c i j + energyTerm H c j i).re
```

The matrix $K$ of the derivation is `covalentPart H S`. The name belongs to this particular subtraction; a different reference energy for the pair would define a different covalent part.

```lean
/-- The Hamiltonian with the mean on-site energy of each pair, weighted by the overlap,
subtracted: `H_ij - (H_ii + H_jj) S_ij / 2`. -/
def covalentPart (H S : Matrix n n ℂ) : Matrix n n ℂ :=
  Matrix.of fun i j => H i j - (H i i + H j j) / 2 * S i j
```

## The sum rule and the shift

The hypothesis `h` is the generalised eigenvalue equation, with `*ᵥ` for a matrix acting on a vector, and `hn` is the normalisation $c^*Sc=1$. Neither Hermiticity of $H$ and $S$ nor positivity of $S$ is assumed, and $E$ may be complex; the physical case, with Hermitian matrices and a real energy, is included.

```lean
/-- For a normalised solution of `H c = E S c`, the orbital-pair contributions add up to the
energy `E`. -/
theorem sum_energyTerm [Fintype n] {H S : Matrix n n ℂ} {c : n → ℂ} {E : ℂ}
    (h : H *ᵥ c = E • (S *ᵥ c)) (hn : star c ⬝ᵥ (S *ᵥ c) = 1) :
    ∑ i, ∑ j, energyTerm H c i j = E := by
  -- the double sum is the expectation value of `H`
  have hsum : ∑ i, ∑ j, energyTerm H c i j = star c ⬝ᵥ (H *ᵥ c) := by
    simp only [energyTerm, dotProduct, mulVec, Pi.star_apply, Finset.mul_sum, mul_assoc]
  rw [hsum, h, dotProduct_smul, hn, smul_eq_mul, mul_one]
```

The intermediate statement `hsum` identifies the double sum with $c^*Hc$ by unfolding the two products. The final rewriting replaces $Hc$ by $ESc$, takes $E$ out of the product and uses the normalisation, as in the hand derivation.

The next theorem says that a shifted Hamiltonian has the same eigenvector, with its energy raised by `x`. It needs no normalisation.

```lean
/-- Replacing `H` by `H + x S` keeps the coefficient vector and raises its energy by `x`. -/
theorem level_shift [Fintype n] {H S : Matrix n n ℂ} {c : n → ℂ} {E : ℂ}
    (h : H *ᵥ c = E • (S *ᵥ c)) (x : ℂ) :
    (H + x • S) *ᵥ c = (E + x) • (S *ᵥ c) := by
  rw [add_mulVec, smul_mulVec, h, add_smul]
```

The proof distributes the matrix sum over the vector, inserts the eigenvalue equation and collects the factors of $Sc$.

For the individual terms not even an eigenvector is needed. The shift formula holds for every coefficient vector, since it only expresses linearity in $H$.

```lean
/-- Replacing `H` by `H + x S` shifts each orbital-pair contribution by
`x conj(c_i) S_ij c_j`. -/
theorem energyTerm_shift (H S : Matrix n n ℂ) (c : n → ℂ) (x : ℂ) (i j : n) :
    energyTerm (H + x • S) c i j = energyTerm H c i j + x * (star (c i) * S i j * c j) := by
  simp only [energyTerm, Matrix.add_apply, Matrix.smul_apply, smul_eq_mul]
  ring
```

The invariance of the covalent part does require normalised orbitals, which is the hypothesis `hS`. After the diagonal overlaps have been replaced by 1, `ring` carries out the cancellation of the two contributions $xS_{ij}$.

```lean
/-- For normalised orbitals the covalent part of the Hamiltonian does not depend on the
choice of the energy zero. -/
theorem covalentPart_shift (H S : Matrix n n ℂ) (hS : ∀ i, S i i = 1) (x : ℂ) :
    covalentPart (H + x • S) S = covalentPart H S := by
  ext i j
  simp only [covalentPart, Matrix.of_apply, Matrix.add_apply, Matrix.smul_apply,
    smul_eq_mul, hS]
  ring
```

## The dimer matrices and the in-phase state

The two-orbital matrices have real parameters embedded in the complex numbers. The equal diagonal elements express the equivalence of the two sites. The numbers `e`, `t` and `s` are given inputs and are not computed from a potential or from orbital shapes.

```lean
/-- Hamiltonian of two equal orbitals with on-site energy `e` and hopping `-t`. -/
def dimerH (e t : ℝ) : Matrix (Fin 2) (Fin 2) ℂ := !![(e : ℂ), -(t : ℂ); -(t : ℂ), (e : ℂ)]

/-- Overlap matrix of two normalised orbitals with mutual overlap `s`. -/
def dimerS (s : ℝ) : Matrix (Fin 2) (Fin 2) ℂ := !![1, (s : ℂ); (s : ℂ), 1]
```

The normalised in-phase vector has both coefficients equal to $1/\sqrt{2(1+s)}$. It is called `bonding` for every value of the parameters, although it is the lower of the two states only when $t+es>0$.

```lean
/-- The in-phase combination with both coefficients equal to `1 / √(2 (1 + s))`. -/
def bonding (s : ℝ) : Fin 2 → ℂ := fun _ => (((√(2 * (1 + s)))⁻¹ : ℝ) : ℂ)
```

The later proofs need the square of the amplitude and not the square root itself. The following lemma supplies a real $a$ with $2(1+s)a^2=1$; the condition $s>-1$ makes the number under the root positive.

```lean
/-- Both coefficients of the in-phase combination equal one real amplitude `a` with
`2 (1 + s) a² = 1`. -/
theorem bonding_amplitude {s : ℝ} (hs : -1 < s) :
    ∃ a : ℝ, bonding s = (fun _ => (a : ℂ)) ∧ a * a * (2 * (1 + s)) = 1 := by
  have h : 0 < 2 * (1 + s) := by linarith
  refine ⟨(√(2 * (1 + s)))⁻¹, rfl, ?_⟩
  rw [← mul_inv, Real.mul_self_sqrt h.le]
  exact inv_mul_cancel₀ h.ne'
```

With this $a$, the eigenvalue equation and the normalisation are checked together.

```lean
/-- The in-phase combination is a normalised solution of the dimer problem with energy
`(e - t) / (1 + s)`. -/
theorem dimer_bonding (e t : ℝ) {s : ℝ} (hs : -1 < s) :
    dimerH e t *ᵥ bonding s = (((e - t) / (1 + s) : ℝ) : ℂ) • (dimerS s *ᵥ bonding s) ∧
      star (bonding s) ⬝ᵥ (dimerS s *ᵥ bonding s) = 1 := by
  obtain ⟨a, hb, ha⟩ := bonding_amplitude hs
  have h1 : 1 + s ≠ 0 := by
    intro h
    linarith
  have h : (1 + (s : ℂ)) ≠ 0 := by exact_mod_cast h1
  have key : ((e : ℂ) - t) / (1 + s) * (1 + s) = e - t := div_mul_cancel₀ _ h
  have hac : (a : ℂ) * a * (2 * (1 + s)) = 1 := by exact_mod_cast ha
  rw [hb]
  constructor
  · ext i
    fin_cases i <;> simp [dimerH, dimerS, mulVec, dotProduct, Fin.sum_univ_two] <;>
      linear_combination (-(a : ℂ)) * key
  · simp [dimerS, mulVec, dotProduct, Fin.sum_univ_two]
    linear_combination hac
```

The equation `key` clears the denominator in $(e-t)/(1+s)$. The tactic `fin_cases` then treats the two components separately, and each reduces to a multiple of `key`. The second half of the theorem is the identity for $a^2$, carried over to complex numbers as `hac`.

The out-of-phase state is entered as the unnormalised vector $(1,-1)$, which is enough for an eigenvalue equation. Its normalised form is $(1,-1)/\sqrt{2(1-s)}$.

```lean
/-- The out-of-phase combination solves the dimer problem with energy `(e + t) / (1 - s)`. -/
theorem dimer_antibonding (e t : ℝ) {s : ℝ} (hs : s < 1) :
    dimerH e t *ᵥ ![1, -1] = (((e + t) / (1 - s) : ℝ) : ℂ) • (dimerS s *ᵥ ![1, -1]) := by
  have h1 : 1 - s ≠ 0 := by
    intro h
    linarith
  have h : (1 - (s : ℂ)) ≠ 0 := by exact_mod_cast h1
  have key : ((e : ℂ) + t) / (1 - s) * (1 - s) = e + t := div_mul_cancel₀ _ h
  ext i
  fin_cases i <;> simp [dimerH, dimerS, mulVec, dotProduct, Fin.sum_univ_two] <;>
    first
      | linear_combination -key
      | linear_combination key
```

The argument is the same with $1-s$ in place of $1+s$. The two components have opposite signs, so one uses `key` and the other its negative.

## Pair energies in the dimer

Both remaining results evaluate a pair energy in the same state, once with the shifted Hamiltonian and once with the covalent part. The next lemma does this for an arbitrary $2\times2$ matrix $M$:

$$a^2\,\mathrm{Re}(M_{01}+M_{10})=\frac{\mathrm{Re}(M_{01}+M_{10})}{2(1+s)}.$$

```lean
/-- In the in-phase combination, the pair energy of any two-orbital matrix `M` is
`Re (M_01 + M_10) / (2 (1 + s))`. -/
theorem pairEnergy_bonding (M : Matrix (Fin 2) (Fin 2) ℂ) {s : ℝ} (hs : -1 < s) :
    pairEnergy M (bonding s) 0 1 = (M 0 1 + M 1 0).re / (2 * (1 + s)) := by
  obtain ⟨a, hb, ha⟩ := bonding_amplitude hs
  have h : 2 * (1 + s) ≠ 0 := by
    intro h
    linarith
  rw [hb, eq_div_iff h]
  simp only [pairEnergy, energyTerm, Complex.star_def, Complex.conj_ofReal, Complex.add_re,
    Complex.mul_re, Complex.mul_im, Complex.ofReal_re, Complex.ofReal_im]
  linear_combination ((M 0 1).re + (M 1 0).re) * ha
```

The denominator is moved to the other side, the real parts are expanded, and the amplitude identity `ha`, multiplied by the real parts of the two matrix elements, closes the goal.

The sign change can now be stated. In the theorem, `P` is the off-site energy of the in-phase state after the real number `x` has been added to all energies, which is what the docstring means by an energy zero moved by `x`. The conclusion gives its value and the three cases of its sign.

```lean
/-- For positive overlap `s` and the energy zero moved by `x`, the off-site energy of the in-phase
state is `(x s - t) / (1 + s)`; it is negative, zero or positive according to whether `x` is below,
at or above `t / s`. -/
theorem offsite_sign_change (e t x : ℝ) {s : ℝ} (hs : 0 < s) :
    let P := pairEnergy (dimerH e t + (x : ℂ) • dimerS s) (bonding s) 0 1
    P = (x * s - t) / (1 + s) ∧
      (P < 0 ↔ x < t / s) ∧ (P = 0 ↔ x = t / s) ∧ (0 < P ↔ t / s < x) := by
  intro P
  have h1 : 0 < 1 + s := by linarith
  have hP : P = (x * s - t) / (1 + s) := by
    have hM : (dimerH e t + (x : ℂ) • dimerS s) 0 1 + (dimerH e t + (x : ℂ) • dimerS s) 1 0
        = ((2 * (x * s - t) : ℝ) : ℂ) := by
      simp [dimerH, dimerS]
      ring
    change pairEnergy _ _ 0 1 = _
    rw [pairEnergy_bonding _ (by linarith), hM, Complex.ofReal_re,
      mul_div_mul_left _ _ two_ne_zero]
  refine ⟨hP, ?_, ?_, ?_⟩
  · rw [hP, div_lt_iff₀ h1, zero_mul, sub_neg, lt_div_iff₀ hs]
  · rw [hP, div_eq_zero_iff, or_iff_left h1.ne', sub_eq_zero, eq_div_iff hs.ne']
  · rw [hP, lt_div_iff₀ h1, zero_mul, sub_pos, div_lt_iff₀ hs]
```

The step `hM` adds the two off-diagonal elements of $H+xS$ to obtain $2(xs-t)$, and the preceding lemma divides by $2(1+s)$. Each sign statement then follows by clearing the denominator $1+s$ and dividing by $s$; the hypothesis $s>0$ makes both of these numbers positive. The theorem allows any real $t$; for $t>0$ the threshold $t/s$ is positive, so the off-site energy is negative at $x=0$ and turns positive when the energies are shifted upwards far enough. No upper bound on $s$ is imposed, but two linearly independent normalised orbitals have $|s|<1$, and only that range describes a physical dimer.

The last theorem treats the covalent part and assumes $-1<s<1$, so that both levels are well defined. Negative overlap is allowed.

```lean
/-- The covalent pair energy of the in-phase state is `-(t + e s) / (1 + s)`; it is negative
exactly when the level `(e - t) / (1 + s)` lies below the level `(e + t) / (1 - s)`. -/
theorem covalent_sign (e t : ℝ) {s : ℝ} (hs : -1 < s) (hs' : s < 1) :
    let P := pairEnergy (covalentPart (dimerH e t) (dimerS s)) (bonding s) 0 1
    P = -(t + e * s) / (1 + s) ∧ (P < 0 ↔ (e - t) / (1 + s) < (e + t) / (1 - s)) := by
  intro P
  have h1 : 0 < 1 + s := by linarith
  have h2 : 0 < 1 - s := by linarith
  have hP : P = -(t + e * s) / (1 + s) := by
    have hM : covalentPart (dimerH e t) (dimerS s) 0 1
        + covalentPart (dimerH e t) (dimerS s) 1 0 = ((2 * (-(t + e * s)) : ℝ) : ℂ) := by
      simp [covalentPart, dimerH, dimerS]
      ring
    change pairEnergy _ _ 0 1 = _
    rw [pairEnergy_bonding _ hs, hM, Complex.ofReal_re, mul_div_mul_left _ _ two_ne_zero]
  refine ⟨hP, ?_⟩
  -- both inequalities say `0 < t + e s`
  rw [hP, div_lt_iff₀ h1, zero_mul, div_lt_div_iff₀ h1 h2]
  constructor <;> intro h <;> nlinarith

end

end BondEnergyPartition
```

The value is found as before, with $-2(t+es)$ as the sum of the two off-diagonal elements. For the equivalence, the denominators are cleared on both sides. What remains on each side is a form of $0<t+es$, and `nlinarith` passes from one to the other. The theorem is written for the unshifted matrix `dimerH e t`, but the diagonal elements of `dimerS s` are 1, so by `covalentPart_shift` the shifted matrix has the same covalent part and therefore the same pair energy.

The dimer statements concern one state at a time. A bonding analysis of a molecule or solid would sum such terms over the occupied states, and the relation between the covalent sign and the level order found here rests on the symmetry of two equal orbitals.

```lean
#print axioms BondEnergyPartition.dimer_bonding
#print axioms BondEnergyPartition.dimer_antibonding
#print axioms BondEnergyPartition.offsite_sign_change
#print axioms BondEnergyPartition.covalent_sign
```

```
'BondEnergyPartition.dimer_bonding' depends on axioms: [propext, Classical.choice, Quot.sound]
'BondEnergyPartition.dimer_antibonding' depends on axioms: [propext, Classical.choice, Quot.sound]
'BondEnergyPartition.offsite_sign_change' depends on axioms: [propext, Classical.choice, Quot.sound]
'BondEnergyPartition.covalent_sign' depends on axioms: [propext, Classical.choice, Quot.sound]
```
